# Truncating the Rayleigh–Schrödinger state and energy at order N leaves a residual with only powers of the coupling above N

For the Hamiltonian H₀ + tV with real t, let Ψ and E be the perturbation series for the state and the energy, both cut off after order N, with coefficients ψₖ and real εₖ that solve the order equations through N. The theorem gives the residual exactly: (H₀ + tV)Ψ − EΨ equals tᴺ⁺¹VψN minus the sum of tⁱ⁺ʲεᵢψⱼ over all i, j ≤ N with i + j > N. H₀ and V are linear maps on a complex inner product space, not assumed self-adjoint; ψ₀ is a unit vector and the later corrections are orthogonal to it, so Ψ is in general unnormalised, and the residual is not divided by its norm. The proof sums the order equations by induction, expands EΨ as a double sum over i and j, and cancels the terms with i + j ≤ N.

The first attempt, which Lean rejects:

```lean
import Mathlib

open Finset

namespace PerturbationSeriesError

noncomputable section

variable {S : Type*} [NormedAddCommGroup S] [InnerProductSpace ℂ S]

/-- The states `ψ k` and real energies `ε k` solve the Rayleigh-Schroedinger order equations
for `H₀ + t V` through order `N`, with unit `ψ 0` and intermediate normalisation. -/
structure SolvesThrough (H₀ V : S →ₗ[ℂ] S) (ψ : ℕ → S) (ε : ℕ → ℝ) (N : ℕ) : Prop where
  unit : ‖ψ 0‖ = 1
  intermediate : ∀ k, 1 ≤ k → k ≤ N → inner ℂ (ψ 0) (ψ k) = 0
  zeroth : H₀ (ψ 0) = (ε 0 : ℂ) • ψ 0
  order : ∀ k, k + 1 ≤ N →
    H₀ (ψ (k + 1)) + V (ψ k) = ∑ p ∈ antidiagonal (k + 1), (ε p.1 : ℂ) • ψ p.2

/-- The perturbed state truncated after order `N`. -/
def truncState (ψ : ℕ → S) (N : ℕ) (t : ℝ) : S := ∑ k ∈ range (N + 1), (t : ℂ) ^ k • ψ k

/-- The perturbed energy truncated after order `N`. -/
def truncEnergy (ε : ℕ → ℝ) (N : ℕ) (t : ℝ) : ℝ := ∑ k ∈ range (N + 1), t ^ k * ε k

/-- The pairs of orders, each at most `N`, whose total order exceeds `N`. -/
def highPairs (N : ℕ) : Finset (ℕ × ℕ) :=
  (range (N + 1) ×ˢ range (N + 1)).filter (fun p => ¬ p.1 + p.2 ≤ N)

/-- The residual of the truncated state and energy contains only powers of `t` above `N`. -/
theorem residual_eq {H₀ V : S →ₗ[ℂ] S} {ψ : ℕ → S} {ε : ℕ → ℝ} {N : ℕ}
    (h : SolvesThrough H₀ V ψ ε N) (t : ℝ) :
    (H₀ + (t : ℂ) • V) (truncState ψ N t) - (truncEnergy ε N t : ℂ) • truncState ψ N t =
      (t : ℂ) ^ (N + 1) • V (ψ N) -
        ∑ p ∈ highPairs N, (t : ℂ) ^ (p.1 + p.2) • ((ε p.1 : ℂ) • ψ p.2) := by
  let f : ℕ × ℕ → S := fun p => (t : ℂ) ^ (p.1 + p.2) • ((ε p.1 : ℂ) • ψ p.2)
  -- the order equations, summed with their powers of t
  have hact : ∀ M, M ≤ N → H₀ (truncState ψ M t) + (t : ℂ) • V (truncState ψ M t) =
      (t : ℂ) ^ (M + 1) • V (ψ M) + ∑ m ∈ range (M + 1), ∑ p ∈ antidiagonal m, f p := by
    intro M
    induction M with
    | zero =>
      intro _
      simp [truncState, f, h.zeroth, add_comm]
    | succ M ih =>
      intro hM
      have hlast : ∑ p ∈ antidiagonal (M + 1), f p =
          (t : ℂ) ^ (M + 1) • (H₀ (ψ (M + 1)) + V (ψ M)) := by
        rw [h.order M hM, smul_sum]
        refine sum_congr rfl fun p hp => ?_
        simp only [f, mem_antidiagonal.1 hp]
      have hs : truncState ψ (M + 1) t =
          truncState ψ M t + (t : ℂ) ^ (M + 1) • ψ (M + 1) := sum_range_succ _ _
      rw [sum_range_succ, hlast, hs]
      simp only [map_add, map_smul]
      linear_combination (norm := module) ih (by omega)
  -- the product of the two truncated series
  have hprod : (truncEnergy ε N t : ℂ) • truncState ψ N t =
      ∑ p ∈ range (N + 1) ×ˢ range (N + 1), f p := by
    rw [sum_product, truncEnergy, truncState, Complex.ofReal_sum, sum_smul]
    refine sum_congr rfl fun i _ => ?_
    rw [smul_sum]
    refine sum_congr rfl fun j _ => ?_
    simp only [f, smul_smul]
    congr 1
    push_cast
    ring
  have hlow : ∑ m ∈ range (N + 1), ∑ p ∈ antidiagonal m, f p =
      ∑ p ∈ (range (N + 1) ×ˢ range (N + 1)).filter (fun p => p.1 + p.2 ≤ N), f p := by
    rw [← sum_fiberwise_of_maps_to (t := range (N + 1)) (g := fun p : ℕ × ℕ => p.1 + p.2)
      (fun p hp => mem_range.2 (Nat.lt_succ_of_le (mem_filter.1 hp).2))]
    refine sum_congr rfl fun m hm => sum_congr ?_ fun _ _ => rfl
    have hm' := mem_range.1 hm
    ext p
    simp only [mem_antidiagonal, mem_filter, mem_product, mem_range]
    omega
  have hsplit := sum_filter_add_sum_filter_not (range (N + 1) ×ˢ range (N + 1))
    (fun p : ℕ × ℕ => p.1 + p.2 ≤ N) f
  rw [LinearMap.add_apply, LinearMap.smul_apply, hact N le_rfl, hprod, hlow, ← hsplit]
  simp only [highPairs, f]
  abel

end

end PerturbationSeriesError
```

The error:

```
Main.lean:75:15: error: Ambiguous term
  mem_antidiagonal
Possible interpretations:
  HasAntidiagonal.mem_antidiagonal : ?m.625 ∈ HasAntidiagonal.antidiagonal ?m.624 ↔ ?m.625.1 + ?m.625.2 = ?m.624
  
  Finset.mem_antidiagonal : ?m.630 ∈ Finset.antidiagonal ?m.627 ?m.628 ?m.629 ↔
    ?m.630.1 ∈ ?m.625 ∧ ?m.630.2 ∈ ?m.626 ∧ ?m.630.1 + ?m.630.2 = ?m.629
Main.lean:76:4: error: omega could not prove the goal:
a possible counterexample may satisfy the constraints
  c ≥ 0
  b ≥ 0
  a ≥ 0
  a - b ≥ 0
  a - c ≤ -1
where
 a := ↑N
 b := ↑m
 c := ↑p.1
```

What went wrong. Both errors come from one name in the proof of `hlow`, which matches the sum over antidiagonals with the sum over pairs of total order at most `N`. In this file `mem_antidiagonal` can mean two lemmas. One says that a pair lies in `antidiagonal m` exactly when its entries add up to `m`; the other is about a different `Finset.antidiagonal`, which also asks that the entries lie in two given sets. Earlier, in `mem_antidiagonal.1 hp`, the type of `hp` settles the choice, but a bare name in a `simp only` list has nothing to settle it, so Lean reports an ambiguous term.

Lean then carries on to `omega` without that lemma. The membership `p ∈ antidiagonal m` has not become `p.1 + p.2 = m`, and `omega` can't use it as arithmetic. Its possible counterexample has `m ≤ N` but `p.1 > N`, which the missing equation would rule out.

The full name `HasAntidiagonal.mem_antidiagonal` picks the first lemma. The goal is then pure arithmetic, and `omega` proves it with the bound `hm'` on `m`.

After these edits no error is left:

```diff
@@ -73,5 +73,5 @@
     have hm' := mem_range.1 hm
     ext p
-    simp only [mem_antidiagonal, mem_filter, mem_product, mem_range]
+    simp only [HasAntidiagonal.mem_antidiagonal, mem_filter, mem_product, mem_range]
     omega
   have hsplit := sum_filter_add_sum_filter_not (range (N + 1) ×ˢ range (N + 1))
```
